# For a Hermitian matrix, Löwdin's product over the other eigenvalues projects onto one eigenspace

## How can factors that rescale unwanted components multiply to a projector?

Löwdin's product of the factors $(S^2-b)/(a-b)$, with $b$ running over the unwanted eigenvalues of $S^2$, is said to project onto the states with $S^2=a$. I see that each factor removes one unwanted spin. But it also rescales the other unwanted components, so with three or more spin values a single factor is not a projector. Why is the product one? And does it matter if an eigenvalue is degenerate, or if my list contains a value that doesn't occur?

## Each eigenvector is multiplied by one or by zero

Let $A$ be a Hermitian matrix and $E$ a finite set of real numbers that contains all its eigenvalues. Then for every real $a$ the matrix

$$P_a=\prod_{b\in E,\;b\neq a}\frac{A-b}{a-b}$$

is Hermitian, satisfies $P_a^2=P_a$, and has the $a$-eigenspace of $A$ as its range. The rescaling is harmless because every unwanted component meets a factor that removes it. A degenerate eigenvalue needs only one factor, and superfluous values in $E$ change nothing.

To derive this, write $P_a=p_a(A)$ with the real polynomial $p_a(x)=\prod_{b\in E,\,b\ne a}(x-b)/(a-b)$.

1. If $Av=bv$, then $A^kv=b^kv$, and by linearity $p_a(A)v=p_a(b)v$.
2. For $b\in E$, $p_a(b)=1$ if $b=a$, since every factor is then one. Otherwise $p_a(b)=0$, since the factor belonging to $b$ vanishes. So $P_av=\delta_{ab}v$.
3. The eigenvectors of $A$ include a basis, so a matrix that annihilates all of them is zero. On $v$, $P_a^2-P_a$ gives $(\delta_{ab}^2-\delta_{ab})v=0$, and $AP_a-aP_a$ gives $(b-a)\delta_{ab}v=0$. Hence $P_a^2=P_a$ and $AP_a=aP_a$.
4. By $AP_a=aP_a$, every $P_aw$ lies in the $a$-eigenspace. Conversely, if $Av=av$, then $P_av=v$, so $v$ is in the range.
5. Powers of $A$ are Hermitian and the coefficients of $p_a$ are real, so $P_a$ is Hermitian.

Two consequences follow. For $b\in E$ we have $\sum_{a\in E}p_a(b)=1$, so $\sum_{a\in E}P_a=1$ by the argument of step 3. And in a basis adapted to its range and kernel, $P_a$ is diagonal with ones and zeros, so its trace is the dimension of the eigenspace.

## Three open-shell electrons

In a finite space of determinants that $S^2$ maps into itself, a spin component can be extracted from a trial state in this way: with $A$ the matrix of $S^2$, one applies $v\mapsto(Av-bv)/(a-b)$ to the coefficient vector, once for each unwanted $b$.

Take three electrons in three different orthonormal orbitals with $M_S=1/2$. In the determinants $\uparrow\uparrow\downarrow$, $\uparrow\downarrow\uparrow$, $\downarrow\uparrow\uparrow$, the matrix of $S^2$ (in units of $\hbar^2$) has $7/4$ on the diagonal and $1$ elsewhere. Its eigenvalues are $15/4$ (quartet) and $3/4$ (doublet, twice). One factor is enough for the doublets:

$$P_{3/4}=\frac{S^2-15/4}{3/4-15/4}=\frac{15/4-S^2}{3},\qquad P_{3/4}\begin{pmatrix}1\\0\\0\end{pmatrix}=\frac13\begin{pmatrix}2\\-1\\-1\end{pmatrix}.$$

The normalised doublet is $(2,-1,-1)/\sqrt6$. The trace is $3\cdot\frac23=2$, which counts the two doublets at this $M_S$.

## What the Lean statement says

The matrix `A : Matrix n n ℂ` represents the observable in a finite orthonormal basis indexed by `n`. `HasSpectrumIn A E` says that whenever a nonzero vector satisfies $Av=bv$ with real $b$, that $b$ is in `E`. `lowdinPoly` is $p_a$, with `E.erase a` as the set of unwanted values, and `lowdinProjector` evaluates it at `A`. The theorem `lowdinProjector_insert` ties this to the product of matrices: a new value $c\neq a$ contributes the factor $(A-c)/(a-c)$.

The main theorem, `lowdin_projection`, has the three claims as its conclusion. It doesn't ask for $a\in E$: if $a$ is not in $E$, both the projector and the eigenspace are zero.

Angular momentum enters only through the choice of `A`. For $L^2$ or $S^2$ of many electrons, the list of possible eigenvalues has to be supplied as the hypothesis `hE`; the file establishes it only for two spins one-half. Infinite-dimensional spaces, where the list may be infinite, are not treated. Knowing the eigenvalues is not enough if `A` fails to be diagonalisable: for $\begin{pmatrix}0&1\\0&0\end{pmatrix}$ and $E=\{0\}$ the product is empty, so $P_0=1$, but the eigenspace is one-dimensional.

```lean
import Mathlib

open scoped Matrix Kronecker Polynomial
open Polynomial (X C aeval)

namespace LowdinProjection

noncomputable section

variable {n : Type*} [Fintype n] [DecidableEq n]

/-- Every real eigenvalue of `A` belongs to the finite set `E`. -/
def HasSpectrumIn (A : Matrix n n ℂ) (E : Finset ℝ) : Prop :=
  ∀ (b : ℝ) (v : n → ℂ), v ≠ 0 → A *ᵥ v = b • v → b ∈ E

/-- The polynomial `∏ (X - b) / (a - b)` over all `b` in `E` different from `a`. -/
def lowdinPoly (E : Finset ℝ) (a : ℝ) : ℝ[X] :=
  ∏ b ∈ E.erase a, C (a - b)⁻¹ * (X - C b)

/-- Löwdin's product `∏ (A - b) / (a - b)` over all `b` in `E` different from `a`. -/
def lowdinProjector (A : Matrix n n ℂ) (E : Finset ℝ) (a : ℝ) : Matrix n n ℂ :=
  aeval A (lowdinPoly E a)

/-- Adding to `E` a new value `c`, different from `a`, multiplies the projector by
the factor `(A - c) / (a - c)`. -/
theorem lowdinProjector_insert (A : Matrix n n ℂ) {E : Finset ℝ} {a c : ℝ}
    (hc : c ∉ E) (hca : c ≠ a) :
    lowdinProjector A (insert c E) a =
      (a - c)⁻¹ • (A - c • (1 : Matrix n n ℂ)) * lowdinProjector A E a := by
  unfold lowdinProjector lowdinPoly
  rw [Finset.erase_insert_of_ne hca, Finset.prod_insert (by simp [hc])]
  simp only [map_mul, map_sub, Polynomial.aeval_C, Polynomial.aeval_X,
    Algebra.algebraMap_eq_smul_one, smul_mul_assoc, one_mul]

/-- A real polynomial in `A` multiplies an eigenvector of `A` by the value of the polynomial at the
eigenvalue, provided that the eigenvalue is real. -/
theorem aeval_mulVec {A : Matrix n n ℂ} {b : ℝ} {v : n → ℂ} (h : A *ᵥ v = b • v)
    (p : ℝ[X]) : aeval A p *ᵥ v = p.eval b • v := by
  induction p using Polynomial.induction_on' with
  | add p q hp hq =>
    rw [map_add, Matrix.add_mulVec, hp, hq, Polynomial.eval_add, add_smul]
  | monomial k r =>
    have hk : A ^ k *ᵥ v = b ^ k • v := by
      induction k with
      | zero => simp
      | succ k ih =>
        rw [pow_succ, ← Matrix.mulVec_mulVec, h, Matrix.mulVec_smul, ih, smul_smul,
          pow_succ, mul_comm]
    rw [Polynomial.aeval_monomial, Algebra.algebraMap_eq_smul_one, smul_mul_assoc,
      one_mul, Matrix.smul_mulVec, hk, smul_smul, Polynomial.eval_monomial]

/-- At a point `b` of `E` the Löwdin polynomial is one if `b = a` and zero otherwise. -/
theorem lowdinPoly_eval {E : Finset ℝ} {b : ℝ} (hb : b ∈ E) (a : ℝ) :
    (lowdinPoly E a).eval b = if b = a then 1 else 0 := by
  rw [lowdinPoly, Polynomial.eval_prod]
  split_ifs with h
  · refine Finset.prod_eq_one fun c hc => ?_
    have hac : a - c ≠ 0 := sub_ne_zero.2 (Finset.ne_of_mem_erase hc).symm
    simp [h, hac]
  · exact Finset.prod_eq_zero (Finset.mem_erase.2 ⟨h, hb⟩) (by simp)

/-- A matrix that annihilates every eigenvector of a Hermitian matrix is zero. -/
theorem eq_zero_of_eigenvectors {A M : Matrix n n ℂ} (hA : A.IsHermitian)
    (h : ∀ (b : ℝ) (v : n → ℂ), v ≠ 0 → A *ᵥ v = b • v → M *ᵥ v = 0) : M = 0 := by
  -- compare two linear maps on the orthonormal eigenbasis
  have hL : M.mulVecLin ∘ₗ (WithLp.linearEquiv 2 ℂ (n → ℂ)).toLinearMap = 0 := by
    refine hA.eigenvectorBasis.toBasis.ext fun i => ?_
    rw [OrthonormalBasis.coe_toBasis]
    change M *ᵥ (hA.eigenvectorBasis i).ofLp = 0
    by_cases h0 : (hA.eigenvectorBasis i).ofLp = 0
    · rw [h0, Matrix.mulVec_zero]
    · exact h _ _ h0 (hA.mulVec_eigenvectorBasis i)
  ext i j
  have hj : M *ᵥ Pi.single j 1 = 0 :=
    LinearMap.congr_fun hL (WithLp.toLp 2 (Pi.single j 1))
  simpa using congrFun hj i

/-- If the eigenvalues of a Hermitian matrix `A` lie in `E`, Löwdin's product is
Hermitian and idempotent, and its range is the eigenspace of `A` for `a`. -/
theorem lowdin_projection {A : Matrix n n ℂ} {E : Finset ℝ} (hA : A.IsHermitian)
    (hE : HasSpectrumIn A E) (a : ℝ) :
    (lowdinProjector A E a).IsHermitian ∧
    lowdinProjector A E a * lowdinProjector A E a = lowdinProjector A E a ∧
    LinearMap.range (Matrix.toLin' (lowdinProjector A E a)) =
      Module.End.eigenspace (Matrix.toLin' A) (a : ℂ) := by
  have hP : ∀ (b : ℝ) (v : n → ℂ), v ≠ 0 → A *ᵥ v = b • v →
      lowdinProjector A E a *ᵥ v = (if b = a then (1 : ℝ) else 0) • v := by
    intro b v hv h
    rw [lowdinProjector, aeval_mulVec h, lowdinPoly_eval (hE b v hv h)]
  refine ⟨?_, ?_, ?_⟩
  · -- real coefficients keep the matrix Hermitian
    unfold lowdinProjector
    induction lowdinPoly E a using Polynomial.induction_on' with
    | add p q hp hq => rw [map_add]; exact hp.add hq
    | monomial k r =>
      rw [Polynomial.aeval_monomial, Algebra.algebraMap_eq_smul_one, smul_mul_assoc,
        one_mul, Matrix.IsHermitian, Matrix.conjTranspose_smul,
        Matrix.conjTranspose_pow, hA.eq, star_trivial]
  · refine sub_eq_zero.1 (eq_zero_of_eigenvectors hA fun b v hv h => ?_)
    rw [Matrix.sub_mulVec, ← Matrix.mulVec_mulVec, hP b v hv h, Matrix.mulVec_smul,
      hP b v hv h]
    split_ifs <;> simp
  · -- everything in the range lies in the eigenspace for `a`
    have hAP : A * lowdinProjector A E a = a • lowdinProjector A E a := by
      refine sub_eq_zero.1 (eq_zero_of_eigenvectors hA fun b v hv h => ?_)
      rw [Matrix.sub_mulVec, ← Matrix.mulVec_mulVec, Matrix.smul_mulVec, hP b v hv h,
        Matrix.mulVec_smul, h]
      split_ifs with hba <;> simp [hba]
    have hc : ∀ v : n → ℂ, (a : ℂ) • v = a • v := fun v => by
      funext i
      simp [Complex.real_smul]
    ext v
    rw [LinearMap.mem_range, Module.End.mem_eigenspace_iff, hc]
    simp only [Matrix.toLin'_apply]
    constructor
    · rintro ⟨w, rfl⟩
      rw [Matrix.mulVec_mulVec, hAP, Matrix.smul_mulVec]
    · intro h
      refine ⟨v, ?_⟩
      by_cases hv : v = 0
      · simp [hv]
      · rw [hP a v hv h, if_pos rfl, one_smul]

/-- For a Hermitian matrix with eigenvalues in `E`, the Löwdin projectors of all
values in `E` add up to the identity. -/
theorem sum_lowdinProjector {A : Matrix n n ℂ} {E : Finset ℝ} (hA : A.IsHermitian)
    (hE : HasSpectrumIn A E) : ∑ a ∈ E, lowdinProjector A E a = 1 := by
  refine sub_eq_zero.1 (eq_zero_of_eigenvectors hA fun b v hv h => ?_)
  have hb := hE b v hv h
  have hs : ∑ a ∈ E, lowdinProjector A E a = aeval A (∑ a ∈ E, lowdinPoly E a) :=
    (map_sum _ _ _).symm
  rw [Matrix.sub_mulVec, Matrix.one_mulVec, hs, aeval_mulVec h,
    Polynomial.eval_finsetSum]
  simp only [lowdinPoly_eval hb, Finset.sum_ite_eq, if_pos hb, one_smul, sub_self]

/-- For a Hermitian matrix with eigenvalues in `E`, the trace of the Löwdin projector
is the dimension of the eigenspace for `a`. -/
theorem trace_lowdinProjector {A : Matrix n n ℂ} {E : Finset ℝ} (hA : A.IsHermitian)
    (hE : HasSpectrumIn A E) (a : ℝ) :
    (lowdinProjector A E a).trace =
      Module.finrank ℂ (Module.End.eigenspace (Matrix.toLin' A) (a : ℂ)) := by
  obtain ⟨-, hi, hr⟩ := lowdin_projection hA hE a
  have hp : LinearMap.IsProj (Module.End.eigenspace (Matrix.toLin' A) (a : ℂ))
      (Matrix.toLin' (lowdinProjector A E a)) := by
    rw [← hr]
    refine ⟨fun x => ⟨x, rfl⟩, ?_⟩
    rintro _ ⟨y, rfl⟩
    simp only [Matrix.toLin'_apply, Matrix.mulVec_mulVec, hi]
  rw [← hp.trace, LinearMap.trace_eq_matrix_trace ℂ (Pi.basisFun ℂ n),
    LinearMap.toMatrix_eq_toMatrix', LinearMap.toMatrix'_toLin']

/-- The sum of a one-spin matrix `s` acting on the first and on the second spin. -/
def total (s : Matrix (Fin 2) (Fin 2) ℂ) : Matrix (Fin 2 × Fin 2) (Fin 2 × Fin 2) ℂ :=
  s ⊗ₖ (1 : Matrix (Fin 2) (Fin 2) ℂ) + (1 : Matrix (Fin 2) (Fin 2) ℂ) ⊗ₖ s

/-- The squared total spin of two spins one-half, in units of `ħ²`. -/
def spinSq : Matrix (Fin 2 × Fin 2) (Fin 2 × Fin 2) ℂ :=
  total !![0, 1 / 2; 1 / 2, 0] ^ 2 + total !![0, -Complex.I / 2; Complex.I / 2, 0] ^ 2 +
    total !![1 / 2, 0; 0, -1 / 2] ^ 2

/-- The matrix that exchanges the two spins. -/
def exchange : Matrix (Fin 2 × Fin 2) (Fin 2 × Fin 2) ℂ :=
  Matrix.of fun p q => if p = q.swap then 1 else 0

/-- The squared total spin of two spins one-half is one plus the exchange matrix. -/
theorem spinSq_eq : spinSq = 1 + exchange := by
  ext ⟨i, j⟩ ⟨k, l⟩
  fin_cases i <;> fin_cases j <;> fin_cases k <;> fin_cases l <;>
    norm_num [spinSq, total, exchange, pow_two, Matrix.mul_apply, Fintype.sum_prod_type,
      Fin.sum_univ_two, Matrix.one_apply, Matrix.kroneckerMap_apply, div_mul_div_comm,
      Complex.I_mul_I]

/-- The squared total spin of two spins one-half is Hermitian with eigenvalues in
`{2, 0}`, and its Löwdin projector for the value `0` is `(1 - exchange) / 2`. -/
theorem lowdin_projection_witness :
    spinSq.IsHermitian ∧ HasSpectrumIn spinSq {2, 0} ∧
    lowdinProjector spinSq {2, 0} 0 = (1 / 2 : ℝ) • (1 - exchange) := by
  have hx : exchange * exchange = 1 := by
    ext ⟨i, j⟩ ⟨k, l⟩
    fin_cases i <;> fin_cases j <;> fin_cases k <;> fin_cases l <;>
      simp [exchange, Matrix.mul_apply]
  have hxh : exchange.IsHermitian := by
    ext ⟨i, j⟩ ⟨k, l⟩
    fin_cases i <;> fin_cases j <;> fin_cases k <;> fin_cases l <;> simp [exchange]
  have h2 : spinSq * spinSq = (2 : ℝ) • spinSq := by
    rw [spinSq_eq, add_mul, mul_add, mul_add, hx, one_mul, one_mul, mul_one]
    module
  refine ⟨?_, ?_, ?_⟩
  · rw [spinSq_eq]
    exact Matrix.isHermitian_one.add hxh
  · intro b v hv h
    have h3 : (b * b) • v = (2 * b) • v := by
      calc (b * b) • v = (spinSq * spinSq) *ᵥ v := by
            rw [← Matrix.mulVec_mulVec, h, Matrix.mulVec_smul, h, smul_smul]
        _ = (2 * b) • v := by rw [h2, Matrix.smul_mulVec, h, smul_smul]
    have h4 : b * b = 2 * b := smul_left_injective ℝ hv h3
    have h5 : (b - 2) * b = 0 := by linear_combination h4
    rcases mul_eq_zero.1 h5 with h6 | h6
    · simp [sub_eq_zero.1 h6]
    · simp [h6]
  · have h1 : lowdinProjector spinSq {0} 0 = 1 := by
      simp [lowdinProjector, lowdinPoly]
    rw [lowdinProjector_insert spinSq (by simp) (by norm_num), h1, mul_one, spinSq_eq]
    module

end

end LowdinProjection
```

```lean
#print axioms LowdinProjection.sum_lowdinProjector
#print axioms LowdinProjection.trace_lowdinProjector
```

```
'LowdinProjection.sum_lowdinProjector' depends on axioms: [propext, Classical.choice, Quot.sound]
'LowdinProjection.trace_lowdinProjector' depends on axioms: [propext, Classical.choice, Quot.sound]
```

## From the eigenvectors to the Lean proof

`aeval_mulVec` is step 1, by induction over sums and monomials. `lowdinPoly_eval` is step 2, and `eq_zero_of_eigenvectors` is the principle in step 3, obtained from Mathlib's orthonormal eigenbasis of a Hermitian matrix.

In `lowdin_projection`, `hP` records $P_av=\delta_{ab}v$. The first bullet proves Hermiticity, again by induction on the polynomial. The second applies the annihilation lemma to $P_a^2-P_a$. The third obtains `hAP`, which is $AP_a=aP_a$, in the same way and then proves both inclusions of step 4. `sum_lowdinProjector` follows the argument given above, and `trace_lowdinProjector` uses Mathlib's result on the trace of a projection.

For two spins one-half, $S^2=\frac32+2\,\mathbf s_1\cdot\mathbf s_2$, and the exchange matrix $X$ equals $\frac12+2\,\mathbf s_1\cdot\mathbf s_2$, so $S^2=1+X$. `spinSq_eq` confirms this entry by entry from the spin matrices. In `lowdin_projection_witness`, $X^2=1$ gives $(S^2)^2=2S^2$, so an eigenvalue obeys $b^2=2b$ and is $2$ or $0$. The singlet projector then has the single factor $(S^2-2)/(0-2)=(1-X)/2$. It sends $\uparrow\downarrow$ to $(\uparrow\downarrow-\downarrow\uparrow)/2$, which is the singlet $(\uparrow\downarrow-\downarrow\uparrow)/\sqrt2$ after normalisation.
